# While the layer blocks stay invertible, n decimation steps link lead layers 2ⁿ apart

Let the layer amplitudes $x_j$ of an infinite lead satisfy

$$w x_j = a x_{j+1} + b x_{j-1}\qquad\text{for all integers } j,$$

where $w$, $a$ and $b$ are complex square matrices of the same finite size. Start from $w_0=w$, $a_0=a$, $b_0=b$ and iterate

$$w_{n+1}=w_n-a_nw_n^{-1}b_n-b_nw_n^{-1}a_n,\quad a_{n+1}=a_nw_n^{-1}a_n,\quad b_{n+1}=b_nw_n^{-1}b_n.$$

If $w_0,\dots,w_{n-1}$ are invertible, then

$$w_n x_j = a_n x_{j+2^n} + b_n x_{j-2^n}\qquad\text{for all integers } j.$$

This is exact at every $n$. For $n=0$ it is the original equation and needs no inverse.

## Lead self-energies by doubling

In an orthogonal basis, at energy $E$, one takes $w=E-H_{00}$, $a=H_{01}$ and $b=H_{10}$, with $H_{00}$ the Hamiltonian block of one layer and $H_{01}$, $H_{10}$ its couplings to the next and the previous layer. A transport code that computes self-energies by decimation relies on the identity for non-interacting leads made of identical, finite layers with nearest-layer coupling. Twenty steps reach layer $2^{20}=1\,048\,576$. Without using any symmetry, each step can be done with one factorisation of $w_n$, two block solves and four matrix products, all with the old blocks.

A semi-infinite lead also has a surface block $s$, equal to $E$ minus the Hamiltonian block of the surface layer, with $s_0=s$ and $s_{n+1}=s_n-a_nw_n^{-1}b_n$. If a device is coupled to the surface by the Hamiltonian blocks $V$ (device rows, surface columns) and $U$ (surface rows, device columns), the self-energy estimate after $n$ steps is $\Sigma_n=Vs_n^{-1}U$.

## Eliminating every second layer

**Bulk.** Suppose the identity holds at level $n$, and write $d=2^n$. The equations of the two current neighbours of layer $j$ give

$$x_{j-d}=w_n^{-1}(a_nx_j+b_nx_{j-2d}),\qquad x_{j+d}=w_n^{-1}(a_nx_{j+2d}+b_nx_j).$$

Inserting both into $w_nx_j=a_nx_{j+d}+b_nx_{j-d}$ yields

$$w_nx_j=a_nw_n^{-1}a_nx_{j+2d}+(a_nw_n^{-1}b_n+b_nw_n^{-1}a_n)x_j+b_nw_n^{-1}b_nx_{j-2d}.$$

Moving the $x_j$ terms to the left gives the identity at level $n+1$, with spacing $2d=2^{n+1}$.

**Surface.** Let $f$ be a source on the surface layer, so that $s x_0=a x_1+f$, while the bulk equation holds for layers $1,2,\dots$. The bulk elimination carries over: at level $n$, with $d=2^n$, the bulk equation holds for layers $d,d+1,\dots$, because the step to the next level for a layer $j\ge2d$ uses only the equations of layers $j-d$, $j$ and $j+d$. Suppose the surface equation also holds at level $n$. Then

$$s_nx_0=a_nx_d+f,\qquad w_nx_d=a_nx_{2d}+b_nx_0.$$

Solving the second equation for $x_d$ and inserting it into the first gives

$$(s_n-a_nw_n^{-1}b_n)x_0=a_nw_n^{-1}a_nx_{2d}+f.$$

The source is unchanged, and by induction $s_nx_0=a_nx_{2^n}+f$.

**Device.** Let $D\psi=Vx_0+f$, where $\psi$ is the device amplitude, $D$ is $E$ minus the device Hamiltonian and $f$ is now a source on the device. The device drives the lead surface with $U\psi$. If $s_n$ is invertible, $x_0=s_n^{-1}(a_nx_{2^n}+U\psi)$, hence

$$(D-\Sigma_n)\psi=f+Vs_n^{-1}a_nx_{2^n}.$$

The last term is the exact remainder. A small $a_n$ alone does not guarantee that it is small, since $s_n^{-1}$ or $x_{2^n}$ may be large.

**Limit.** Let $G_j$ be the response to a unit source on the surface, so that $s_nG_0=1+a_nG_{2^n}$. Assume that every $w_n$ is invertible and that $a_nG_{2^n}\to0$. Then $s_nG_0\to1$ and $\det(s_n)\det(G_0)\to1$, which forces $\det G_0\neq0$. The inverse is the adjugate divided by the determinant, and both are continuous, so $(s_nG_0)^{-1}\to1$. Therefore

$$s_n^{-1}=G_0(s_nG_0)^{-1}\to G_0,\qquad \Sigma_n\to VG_0U.$$

**A scalar check.** Take $w=s=5/2$ and $a=b=1$. Then $G_j=2^{-(j+1)}$ solves the surface problem, since $\tfrac52\cdot\tfrac12=\tfrac14+1$ at the surface and $\tfrac52=\tfrac12+2$ in the bulk after division by $G_j$. The recursion gives $s_0=2.5$, $s_1=2.1$, $s_2\approx2.0059$, with limit $1/G_0=2$.

To see that no step breaks down, write the blocks at some level as $w$ and $\alpha$, with $0<\alpha\le1$ and $2\alpha<w$. The next blocks are $w'=w-2\alpha^2/w$ and $\alpha'=\alpha^2/w$. Then $0<\alpha'<\alpha/2\le1$, and $w'-2\alpha'=w-4\alpha^2/w>0$. So every $w_n$ is positive and $a_nG_{2^n}\to0$.

## The Lean file

```lean
import Mathlib

open Filter Topology

namespace LeadDecimation

noncomputable section

variable {ι κ δ : Type*} [Fintype ι] [DecidableEq ι]

/-- A lead made of identical layers: bulk block `w`, couplings `a` to the next layer and `b` to
the previous one, and a separate block `s` for the surface layer. -/
structure Lead (ι : Type*) where
  w : Matrix ι ι ℂ
  a : Matrix ι ι ℂ
  b : Matrix ι ι ℂ
  s : Matrix ι ι ℂ

/-- One decimation step, which renormalises all four blocks; its domain is invertible `w`. -/
def Lead.decimate (L : Lead ι) : Lead ι where
  w := L.w - L.a * L.w⁻¹ * L.b - L.b * L.w⁻¹ * L.a
  a := L.a * L.w⁻¹ * L.a
  b := L.b * L.w⁻¹ * L.b
  s := L.s - L.a * L.w⁻¹ * L.b

/-- The lead after `n` decimation steps. -/
def Lead.level (L : Lead ι) : ℕ → Lead ι
  | 0 => L
  | n + 1 => (L.level n).decimate

/-- The amplitudes `x` solve the layer equations of a semi-infinite lead with a source `f` on its
surface; no condition is set at infinite depth. -/
def SurfaceResponse (L : Lead ι) (x : ℕ → Matrix ι κ ℂ) (f : Matrix ι κ ℂ) : Prop :=
  L.s * x 0 = L.a * x 1 + f ∧ ∀ j, L.w * x (j + 1) = L.a * x (j + 2) + L.b * x j

/-- The self-energy estimate after `n` steps, for a device coupled to the surface by `V` and `U`;
its domain is an invertible renormalised surface block. -/
def selfEnergy (L : Lead ι) (V : Matrix δ ι ℂ) (U : Matrix ι δ ℂ) (n : ℕ) : Matrix δ δ ℂ :=
  V * (L.level n).s⁻¹ * U

/-- Eliminating both neighbours `q` and `v` of a layer `r` couples it to the layers beyond. -/
theorem decimate_bulk (L : Lead ι) (hw : IsUnit L.w.det) {p q r v t : Matrix ι κ ℂ}
    (hq : L.w * q = L.a * r + L.b * p) (hr : L.w * r = L.a * v + L.b * q)
    (hv : L.w * v = L.a * t + L.b * r) :
    L.decimate.w * r = L.decimate.a * t + L.decimate.b * p := by
  have hq' : q = L.w⁻¹ * (L.a * r + L.b * p) := by
    rw [← hq, ← Matrix.mul_assoc, Matrix.nonsing_inv_mul _ hw, Matrix.one_mul]
  have hv' : v = L.w⁻¹ * (L.a * t + L.b * r) := by
    rw [← hv, ← Matrix.mul_assoc, Matrix.nonsing_inv_mul _ hw, Matrix.one_mul]
  have h : L.w * r = L.a * (L.w⁻¹ * (L.a * t + L.b * r))
      + L.b * (L.w⁻¹ * (L.a * r + L.b * p)) := by
    rw [← hq', ← hv']; exact hr
  simp only [Lead.decimate, Matrix.sub_mul, Matrix.mul_add, Matrix.mul_assoc] at h ⊢
  rw [h]
  abel

/-- Eliminating the layer `q` below the surface layer `p` leaves the surface source unchanged. -/
theorem decimate_surface (L : Lead ι) (hw : IsUnit L.w.det) {p q r f : Matrix ι κ ℂ}
    (hp : L.s * p = L.a * q + f) (hq : L.w * q = L.a * r + L.b * p) :
    L.decimate.s * p = L.decimate.a * r + f := by
  have hq' : q = L.w⁻¹ * (L.a * r + L.b * p) := by
    rw [← hq, ← Matrix.mul_assoc, Matrix.nonsing_inv_mul _ hw, Matrix.one_mul]
  have h : L.s * p = L.a * (L.w⁻¹ * (L.a * r + L.b * p)) + f := by
    rw [← hq']; exact hp
  simp only [Lead.decimate, Matrix.sub_mul, Matrix.mul_add, Matrix.mul_assoc] at h ⊢
  rw [h]
  abel

/-- In an infinite lead, `n` decimation steps couple each layer directly to the layers at
distance `2 ^ n`. -/
theorem bulk_decimation (L : Lead ι) (x : ℤ → Matrix ι κ ℂ)
    (hx : ∀ j, L.w * x j = L.a * x (j + 1) + L.b * x (j - 1)) (n : ℕ)
    (hw : ∀ k < n, IsUnit (L.level k).w.det) :
    ∀ j : ℤ, (L.level n).w * x j
      = (L.level n).a * x (j + 2 ^ n) + (L.level n).b * x (j - 2 ^ n) := by
  induction n with
  | zero => intro j; simpa [Lead.level] using hx j
  | succ n ih =>
    intro j
    have ih' := ih (fun k hk => hw k (by omega))
    -- the equations of the layer and of its two current neighbours
    have e1 := ih' (j - 2 ^ n)
    have e3 := ih' (j + 2 ^ n)
    rw [show j - 2 ^ n + 2 ^ n = j by ring] at e1
    rw [show j + 2 ^ n - 2 ^ n = j by ring] at e3
    rw [show j + 2 ^ (n + 1) = j + 2 ^ n + 2 ^ n by ring,
      show j - 2 ^ (n + 1) = j - 2 ^ n - 2 ^ n by ring]
    exact decimate_bulk (L.level n) (hw n (by omega)) e1 (ih' j) e3

/-- In a semi-infinite lead, `n` decimation steps couple the surface directly to layer `2 ^ n`,
with the original source. -/
theorem surface_decimation {L : Lead ι} {x : ℕ → Matrix ι κ ℂ} {f : Matrix ι κ ℂ}
    (hx : SurfaceResponse L x f) (n : ℕ) (hw : ∀ k < n, IsUnit (L.level k).w.det) :
    (L.level n).s * x 0 = (L.level n).a * x (2 ^ n) + f := by
  -- carry the bulk equations along in the induction
  suffices h : (L.level n).s * x 0 = (L.level n).a * x (2 ^ n) + f ∧
      ∀ j, (L.level n).w * x (j + 2 ^ n)
        = (L.level n).a * x (j + 2 ^ n + 2 ^ n) + (L.level n).b * x j from h.1
  induction n with
  | zero => exact ⟨hx.1, hx.2⟩
  | succ n ih =>
    obtain ⟨h0, hb⟩ := ih (fun k hk => hw k (by omega))
    have hn := hw n (by omega)
    have e := hb 0
    rw [zero_add] at e
    have h2 : 2 ^ (n + 1) = 2 ^ n + 2 ^ n := by ring
    rw [h2]
    refine ⟨decimate_surface _ hn h0 e, fun j => ?_⟩
    simp only [← add_assoc]
    exact decimate_bulk _ hn (hb j) (hb (j + 2 ^ n)) (hb (j + 2 ^ n + 2 ^ n))

/-- A device attached to the lead obeys a closed equation with the decimated self-energy, up to
an explicit remainder from layer `2 ^ n`. -/
theorem device_equation [Fintype δ] {L : Lead ι} {x : ℕ → Matrix ι κ ℂ}
    {D : Matrix δ δ ℂ} {V : Matrix δ ι ℂ} {U : Matrix ι δ ℂ} {ψ f : Matrix δ κ ℂ}
    (hD : D * ψ = V * x 0 + f) (hx : SurfaceResponse L x (U * ψ)) (n : ℕ)
    (hw : ∀ k < n, IsUnit (L.level k).w.det) (hs : IsUnit (L.level n).s.det) :
    (D - selfEnergy L V U n) * ψ
      = f + V * ((L.level n).s⁻¹ * ((L.level n).a * x (2 ^ n))) := by
  have h0 : x 0 = (L.level n).s⁻¹ * ((L.level n).a * x (2 ^ n) + U * ψ) := by
    rw [← surface_decimation hx n hw, ← Matrix.mul_assoc, Matrix.nonsing_inv_mul _ hs,
      Matrix.one_mul]
  rw [Matrix.sub_mul, hD, h0]
  simp only [selfEnergy, Matrix.mul_add, Matrix.mul_assoc]
  abel

/-- If every decimated bulk block is invertible and the term `(L.level n).a * G (2 ^ n)` tends to
zero, the inverse decimated surface block converges to the surface Green function `G 0`. -/
theorem surfaceGreen_tendsto {L : Lead ι} {G : ℕ → Matrix ι ι ℂ} (hG : SurfaceResponse L G 1)
    (hw : ∀ k, IsUnit (L.level k).w.det)
    (hlim : Tendsto (fun n => (L.level n).a * G (2 ^ n)) atTop (𝓝 0)) :
    Tendsto (fun n => (L.level n).s⁻¹) atTop (𝓝 (G 0)) := by
  have h1 : Tendsto (fun n => (L.level n).s * G 0) atTop (𝓝 1) := by
    have h := hlim.add_const (1 : Matrix ι ι ℂ)
    rw [zero_add] at h
    exact h.congr fun n => (surface_decimation hG n (fun k _ => hw k)).symm
  have hd : Tendsto (fun n => ((L.level n).s * G 0).det) atTop (𝓝 1) := by
    have h := ((continuous_id.matrix_det).tendsto (1 : Matrix ι ι ℂ)).comp h1
    simpa only [Function.comp_def, id_eq, Matrix.det_one] using h
  have ha : Tendsto (fun n => ((L.level n).s * G 0).adjugate) atTop (𝓝 1) := by
    have h := ((continuous_id.matrix_adjugate).tendsto (1 : Matrix ι ι ℂ)).comp h1
    simpa only [Function.comp_def, id_eq, Matrix.adjugate_one] using h
  -- a singular `G 0` would keep the determinant at zero
  have hG0 : IsUnit (G 0).det := by
    rw [isUnit_iff_ne_zero]
    intro h0
    simp only [Matrix.det_mul, h0, mul_zero] at hd
    exact zero_ne_one (tendsto_nhds_unique tendsto_const_nhds hd)
  have h := ((hd.inv₀ one_ne_zero).smul ha).const_mul (G 0)
  rw [inv_one, one_smul, mul_one] at h
  refine h.congr fun n => ?_
  rw [← Ring.inverse_eq_inv', ← Matrix.inv_def, Matrix.mul_inv_rev, ← Matrix.mul_assoc,
    Matrix.mul_nonsing_inv _ hG0, Matrix.one_mul]

/-- Under the same conditions the decimated self-energies converge to `V * G 0 * U`. -/
theorem selfEnergy_tendsto {L : Lead ι} {G : ℕ → Matrix ι ι ℂ} (hG : SurfaceResponse L G 1)
    (hw : ∀ k, IsUnit (L.level k).w.det)
    (hlim : Tendsto (fun n => (L.level n).a * G (2 ^ n)) atTop (𝓝 0))
    (V : Matrix δ ι ℂ) (U : Matrix ι δ ℂ) :
    Tendsto (selfEnergy L V U) atTop (𝓝 (V * G 0 * U)) := by
  have hc : Continuous fun M : Matrix ι ι ℂ => V * M * U :=
    (continuous_const.matrix_mul continuous_id).matrix_mul continuous_const
  exact (hc.tendsto (G 0)).comp (surfaceGreen_tendsto hG hw hlim)

/-- A lead of uncoupled channels with bulk and surface block `5/2` and unit couplings. -/
def exampleLead (ι : Type*) [DecidableEq ι] : Lead ι :=
  ⟨(5 / 2 : ℂ) • 1, 1, 1, (5 / 2 : ℂ) • 1⟩

/-- Layer amplitudes that halve from each layer to the next, starting from `1/2`. -/
def exampleGreen (ι : Type*) [DecidableEq ι] (j : ℕ) : Matrix ι ι ℂ :=
  ((1 / 2 : ℂ) ^ (j + 1)) • 1

/-- At every level the bulk block and the two equal couplings of the example lead are scalar, with
couplings in `(0, 1]` and a bulk block more than twice as large as the coupling. -/
theorem exampleLead_level (n : ℕ) : ∃ w α : ℝ, 0 < α ∧ α ≤ 1 ∧ 2 * α < w ∧
    ((exampleLead ι).level n).w = (w : ℂ) • 1 ∧ ((exampleLead ι).level n).a = (α : ℂ) • 1 ∧
    ((exampleLead ι).level n).b = (α : ℂ) • 1 := by
  induction n with
  | zero =>
    refine ⟨5 / 2, 1, by norm_num, by norm_num, by norm_num, ?_, ?_, ?_⟩ <;>
      simp [Lead.level, exampleLead]
  | succ n ih =>
    obtain ⟨w, α, h0, h1, h2, hw, ha, hb⟩ := ih
    have hp : 0 < w := by linarith
    have hc : (w : ℂ) ≠ 0 := by exact_mod_cast hp.ne'
    have hinv : ((w : ℂ) • (1 : Matrix ι ι ℂ))⁻¹ = (w : ℂ)⁻¹ • 1 :=
      Matrix.inv_eq_right_inv (by
        rw [smul_mul_smul_comm, mul_one, mul_inv_cancel₀ hc, one_smul])
    refine ⟨w - 2 * α ^ 2 / w, α ^ 2 / w, by positivity, ?_, ?_, ?_, ?_, ?_⟩
    · rw [div_le_one hp]
      nlinarith
    · have h4 : 4 * α ^ 2 / w < w := by
        rw [div_lt_iff₀ hp]
        nlinarith
      have e : 4 * α ^ 2 / w = 2 * (α ^ 2 / w) + 2 * α ^ 2 / w := by ring
      linarith
    all_goals
      simp only [Lead.level, Lead.decimate, hw, ha, hb, hinv, smul_mul_smul_comm, mul_one,
        ← sub_smul]
      congr 1
      push_cast
      ring

/-- The example lead and its halving amplitudes meet all conditions of the convergence theorem,
and the amplitudes `2 ^ j` solve the layer equations of the infinite lead. -/
theorem exampleLead_witness :
    SurfaceResponse (exampleLead ι) (exampleGreen ι) 1 ∧
    (∀ k, IsUnit ((exampleLead ι).level k).w.det) ∧
    Tendsto (fun n => ((exampleLead ι).level n).a * exampleGreen ι (2 ^ n)) atTop (𝓝 0) ∧
    ∀ j : ℤ, (exampleLead ι).w * ((2 : ℂ) ^ j • (1 : Matrix ι ι ℂ))
      = (exampleLead ι).a * ((2 : ℂ) ^ (j + 1) • (1 : Matrix ι ι ℂ))
        + (exampleLead ι).b * ((2 : ℂ) ^ (j - 1) • (1 : Matrix ι ι ℂ)) := by
  refine ⟨⟨?_, fun j => ?_⟩, fun k => ?_, ?_, fun j => ?_⟩
  · simp only [exampleLead, exampleGreen, one_mul, smul_mul_smul_comm]
    module
  · simp only [exampleLead, exampleGreen, one_mul, smul_mul_smul_comm]
    module
  · obtain ⟨w, α, h0, -, h2, hw, -, -⟩ := exampleLead_level (ι := ι) k
    have hp : 0 < w := by linarith
    have hc : (w : ℂ) ≠ 0 := by exact_mod_cast hp.ne'
    rw [hw, Matrix.det_smul, Matrix.det_one, mul_one]
    exact isUnit_iff_ne_zero.2 (pow_ne_zero _ hc)
  · choose w α h0 h1 h2 hw ha hb using exampleLead_level (ι := ι)
    have hs : Tendsto (fun n => (α n : ℂ) * (1 / 2 : ℂ) ^ (2 ^ n + 1)) atTop (𝓝 0) := by
      refine squeeze_zero_norm (a := fun n => (1 / 2 : ℝ) ^ n) (fun n => ?_)
        (tendsto_pow_atTop_nhds_zero_of_lt_one (by norm_num) (by norm_num))
      have hh : ‖(1 / 2 : ℂ)‖ = 1 / 2 := by norm_num
      have hn : n ≤ 2 ^ n + 1 := (Nat.lt_two_pow_self (n := n)).le.trans (Nat.le_succ _)
      rw [norm_mul, norm_pow, Complex.norm_real, Real.norm_of_nonneg (h0 n).le, hh]
      calc α n * (1 / 2 : ℝ) ^ (2 ^ n + 1) ≤ 1 * (1 / 2 : ℝ) ^ n :=
            mul_le_mul (h1 n) (pow_le_pow_of_le_one (by norm_num) (by norm_num) hn)
              (by positivity) zero_le_one
        _ = (1 / 2 : ℝ) ^ n := one_mul _
    have h := hs.smul_const (1 : Matrix ι ι ℂ)
    rw [zero_smul] at h
    refine h.congr fun n => ?_
    rw [ha, exampleGreen, smul_mul_smul_comm, mul_one]
  · simp only [exampleLead, one_mul, smul_mul_smul_comm, mul_one, ← add_smul]
    congr 1
    rw [zpow_add_one₀ two_ne_zero, zpow_sub_one₀ two_ne_zero]
    ring

end

end LeadDecimation
```

```lean
#print axioms LeadDecimation.bulk_decimation
#print axioms LeadDecimation.surface_decimation
#print axioms LeadDecimation.device_equation
#print axioms LeadDecimation.selfEnergy_tendsto
```

```
'LeadDecimation.bulk_decimation' depends on axioms: [propext, Classical.choice, Quot.sound]
'LeadDecimation.surface_decimation' depends on axioms: [propext, Classical.choice, Quot.sound]
'LeadDecimation.device_equation' depends on axioms: [propext, Classical.choice, Quot.sound]
'LeadDecimation.selfEnergy_tendsto' depends on axioms: [propext, Classical.choice, Quot.sound]
```

## How the statements and proofs map to the lead

A `Lead ι` holds the four blocks, with `ι` labelling the orbitals of one layer. `L.level n` holds $w_n,a_n,b_n,s_n$. Amplitudes are matrices with rows `ι` and columns `κ`, so one statement covers a single state vector and a block of Green function columns. The condition `IsUnit (L.level k).w.det` says that $w_k$ is invertible.

`bulk_decimation` is the opening identity, with layers indexed by the integers. Its induction passes the equations of layers $j-2^n$, $j$ and $j+2^n$ to `decimate_bulk`, where `p q r v t` are five consecutive layers at the current spacing. There `hq'` and `hv'` solve for the two neighbours, `simp only` expands the products and `abel` collects the terms.

`SurfaceResponse L x f` states the surface equation and the bulk equations of a semi-infinite lead, with layers indexed from 0. In `surface_decimation`, the `suffices` line strengthens the induction so that the bulk equations are carried along; `decimate_surface` then eliminates the layer next to the surface.

`device_equation` is the device equation with its remainder. `surfaceGreen_tendsto` follows the limit argument through `hd` (determinant), `ha` (adjugate) and `hG0` (invertible $G_0$), and `selfEnergy_tendsto` multiplies by `V` and `U`. These two limits need no separate condition on $s_n$: it is invertible for all large $n$, and finitely many earlier terms don't affect a limit.

`exampleLead_level` proves the inequalities of the scalar check, for any number of uncoupled identical channels. `exampleLead_witness` confirms that this lead meets every condition of the convergence theorem, and that $x_j=2^j\cdot 1$ solves its infinite-lead equations.

## What a code still has to check

The theorems hold in exact arithmetic. They bound neither rounding errors nor the condition number of $w_n$, and they give no convergence rate.

The limit theorems assume two conditions for a general lead. The first is that every $w_n$ is invertible. In an orthogonal basis this means that, for every $n$, the energy is not an eigenvalue of an isolated stretch of $2^{n+1}-1$ bulk layers. The condition $a_nG_{2^n}\to0$ means that the surface loses contact with the deep lead. It also does the work of a boundary condition, because `SurfaceResponse` by itself admits solutions that grow with depth. At a real energy inside a band, waves propagate without decay and the condition can fail. For a Hermitian lead, a positive imaginary part of the energy secures both conditions for the decaying response, by a separate argument that the file does not contain.

The existence of the response $G$ is likewise an input, and Hermiticity is never used.
